# Every proper rotation of $\mathbb{R}^3$ is conjugation by an element of SU(2)

## Question

Take the quarter-turn $R$ about the $z$ axis, which sends $e_x \mapsto e_y$, $e_y \mapsto -e_x$, $e_z \mapsto e_z$. The matrix $U = (1 - i\sigma_z)/\sqrt2 = \mathrm{diag}(e^{-i\pi/4}, e^{i\pi/4})$ is unitary with determinant one, and $U\sigma_x U^\dagger = \sigma_y$, $U\sigma_y U^\dagger = -\sigma_x$, $U\sigma_z U^\dagger = \sigma_z$. With $a\cdot\sigma = a_0\sigma_x + a_1\sigma_y + a_2\sigma_z$ (components 0, 1, 2 stand for $x, y, z$), this says $U(a\cdot\sigma)U^\dagger = (Ra)\cdot\sigma$ for all real $a$. Here the axis and angle were known in advance. Does such a $U \in SU(2)$ exist for every real $3\times3$ matrix $R$ with $RR^T = 1$ and $\det R = 1$, using only these two equations? How is that stated and proved in Lean 4 with Mathlib?

## Answer

It exists, and it can be read off from the entries of $R$. In the example, $1 + \operatorname{tr}R = 2$ and $(R_{21}-R_{12},\,R_{02}-R_{20},\,R_{10}-R_{01}) = (0,0,2)$. The four numbers $(2,0,0,2)$, normalised to $(1,0,0,1)/\sqrt2$, are the coefficients of $1, -i\sigma_x, -i\sigma_y, -i\sigma_z$ in $U$.

### Modelling choices

The Pauli matrices `σx`, `σy`, `σz` are the usual explicit ones, with $\sigma_z$ diagonal. A vector is a function `Fin 3 → ℝ`, `dotSigma a` is $a\cdot\sigma$, `R *ᵥ a` is $Ra$ for a column vector $a$, and `Uᴴ` is $U^\dagger$. For real $w$ and $u = (x,y,z)$, `spinor w x y z` is $S(w,u) = w - i\,u\cdot\sigma$, and `rodrigues w x y z` is the Euler–Rodrigues matrix $M(w,u)$, quadratic in the parameters and not normalised. `Covers U R` is the conjugation relation alone and does not ask $U$ to be unitary. Membership in `specialUnitaryGroup (Fin 2) ℂ` means $UU^\dagger = 1$ and $\det U = 1$.

In words, `spin_cover_surjective` says that under `h : R * Rᵀ = 1` and `hd : R.det = 1` there is $U \in SU(2)$ with $U(a\cdot\sigma)U^\dagger = (Ra)\cdot\sigma$ for all real $a$. The theorem `improper_cover` takes $\det R = -1$ and gives $U(a\cdot\sigma)U^\dagger = -(Ra)\cdot\sigma$.

### Derivation by hand

Step 1, from parameters to a rotation. Since $u\cdot\sigma$ is Hermitian, $S^\dagger = w + i\,u\cdot\sigma = S(w,-u)$. From $(u\cdot\sigma)^2 = |u|^2$ one gets $SS^\dagger = w^2 + |u|^2$, and the explicit entries give $\det S = w^2 + |u|^2$, so unit parameters put $S$ in $SU(2)$. Expanding,
$$S(a\cdot\sigma)S^\dagger = w^2\,a\cdot\sigma + iw\,[a\cdot\sigma, u\cdot\sigma] + (u\cdot\sigma)(a\cdot\sigma)(u\cdot\sigma).$$
With $[a\cdot\sigma,u\cdot\sigma] = 2i(a\times u)\cdot\sigma$ and $(u\cdot\sigma)(a\cdot\sigma)(u\cdot\sigma) = 2(u\cdot a)\,u\cdot\sigma - |u|^2 a\cdot\sigma$, the right side is $(Ma)\cdot\sigma$ for
$$M(w,u) = (w^2-|u|^2)\,1 + 2w[u]_\times + 2uu^T,$$
where $[u]_\times a = u\times a$. This holds for any parameters.

Step 2, from a rotation to parameters. Put $\tau = \operatorname{tr}R$, $t = 1+\tau$, and $p = (R_{21}-R_{12},\,R_{02}-R_{20},\,R_{10}-R_{01})$, so that $[p]_\times = R - R^T$. From $R\operatorname{adj}R = \det R\cdot 1 = 1$ and $R^TR = 1$ follows $\operatorname{adj}R = R^T$. Any $3\times3$ matrix has $\operatorname{adj}R = R^2 - \tau R + c\,1$ with $c = \operatorname{tr}\operatorname{adj}R$, and here $c = \tau$. Hence
$$R^2 = \tau R - \tau + R^T, \qquad \operatorname{tr}R^2 = \tau^2 - 2\tau.$$
Then $|p|^2 = \operatorname{tr}(RR^T) - \operatorname{tr}R^2 = 3 - \tau^2 + 2\tau$, so $t^2 + |p|^2 = 4 + 4\tau = 4t$. Next, $pp^T = [p]_\times^2 + |p|^2 = R^2 + (R^T)^2 - 2 + |p|^2 = t(R+R^T) - 2t + |p|^2$, and
$$M(t,p) = t^2 - |p|^2 + 2t(R-R^T) + 2t(R+R^T) - 4t + 2|p|^2 = 4tR + (t^2+|p|^2-4t) = 4tR.$$

Step 3, normalisation. If $t > 0$, let $k = 1/\sqrt{4t}$. The parameters $(kt, kp)$ have unit length and $M(kt,kp) = k^2\,4tR = R$, so $U = S(kt,kp)$ works.

Step 4, the remaining case. At $t = 0$ the length formula forces $p = 0$, and the parameters carry no information. If $U$ covers $A$ and $V$ covers $B$, then $UV(a\cdot\sigma)V^\dagger U^\dagger = U((Ba)\cdot\sigma)U^\dagger = (ABa)\cdot\sigma$. For a unit vector $n$, the half-turn $D = M(0,n) = 2nn^T - 1$ is symmetric, has $D^2 = 1$ and $\det D = 1$, and is covered by $-i\,n\cdot\sigma$. For the coordinate axes $e_0, e_1, e_2$, with half-turns $D_0, D_1, D_2$, one has $D_0 + D_1 + D_2 = -1$, so
$$(1+\operatorname{tr}R) + \sum_{j=0}^{2}\,(1+\operatorname{tr}RD_j) = 4,$$
and one of the four numbers is positive. If it is the one with $D_j$, Step 3 lifts the proper rotation $RD_j$ to some $U'$, and $U'(-i\,e_j\cdot\sigma)$ covers $RD_jD_j = R$.

For $\det R = -1$, the matrix $-R$ is orthogonal with determinant $(-1)^3(-1) = 1$, and its lift gives $(-Ra)\cdot\sigma = -(Ra)\cdot\sigma$.

As an instance with $t = 0$, take the half-turn that exchanges $x$ and $z$:
$$R = \begin{pmatrix}0&0&1\\0&-1&0\\1&0&0\end{pmatrix},\qquad RD_0 = \begin{pmatrix}0&0&-1\\0&1&0\\1&0&0\end{pmatrix}.$$
For $RD_0$, $t = 2$ and $p = (0,-2,0)$, with $t^2+|p|^2 = 8 = 4t$. The normalised parameters are $(1,0,-1,0)/\sqrt2$, so $U' = (1+i\sigma_y)/\sqrt2$. Using $\sigma_y\sigma_x = -i\sigma_z$, $U = U'(-i\sigma_x) = -i(\sigma_x+\sigma_z)/\sqrt2$, which indeed sends $\sigma_x \mapsto \sigma_z$, $\sigma_y \mapsto -\sigma_y$, $\sigma_z \mapsto \sigma_x$.

### The Lean file

```lean
import Mathlib

open Matrix Complex

namespace SpinCoverSurjective

noncomputable section

/-- The Pauli matrix `σ_x`. -/
def σx : Matrix (Fin 2) (Fin 2) ℂ := !![0, 1; 1, 0]

/-- The Pauli matrix `σ_y`. -/
def σy : Matrix (Fin 2) (Fin 2) ℂ := !![0, -I; I, 0]

/-- The Pauli matrix `σ_z`. -/
def σz : Matrix (Fin 2) (Fin 2) ℂ := !![1, 0; 0, -1]

/-- The operator `a·σ` for a real vector `a`. -/
def dotSigma (a : Fin 3 → ℝ) : Matrix (Fin 2) (Fin 2) ℂ :=
  (a 0 : ℂ) • σx + (a 1 : ℂ) • σy + (a 2 : ℂ) • σz

/-- The spin matrix `w - i (x, y, z)·σ` with real parameters. -/
def spinor (w x y z : ℝ) : Matrix (Fin 2) (Fin 2) ℂ :=
  (w : ℂ) • (1 : Matrix (Fin 2) (Fin 2) ℂ) - I • dotSigma ![x, y, z]

/-- The Euler-Rodrigues matrix, quadratic in the four parameters `w, x, y, z`. -/
def rodrigues (w x y z : ℝ) : Matrix (Fin 3) (Fin 3) ℝ :=
  !![w ^ 2 + x ^ 2 - y ^ 2 - z ^ 2, 2 * (x * y - w * z), 2 * (x * z + w * y);
     2 * (x * y + w * z), w ^ 2 - x ^ 2 + y ^ 2 - z ^ 2, 2 * (y * z - w * x);
     2 * (x * z - w * y), 2 * (y * z + w * x), w ^ 2 - x ^ 2 - y ^ 2 + z ^ 2]

/-- `U` covers `R` when `U (a·σ) U† = (R a)·σ` for every real vector `a`. -/
def Covers (U : Matrix (Fin 2) (Fin 2) ℂ) (R : Matrix (Fin 3) (Fin 3) ℝ) : Prop :=
  ∀ a : Fin 3 → ℝ, U * dotSigma a * Uᴴ = dotSigma (R *ᵥ a)

/-- The matrix elements of `a·σ`. -/
theorem dotSigma_eq (a : Fin 3 → ℝ) :
    dotSigma a = !![(a 2 : ℂ), a 0 - I * a 1; a 0 + I * a 1, -(a 2 : ℂ)] := by
  ext i j
  fin_cases i <;> fin_cases j <;> apply Complex.ext <;> simp [dotSigma, σx, σy, σz]

/-- The matrix elements of `w - i (x, y, z)·σ`. -/
theorem spinor_eq (w x y z : ℝ) :
    spinor w x y z = !![(w : ℂ) - I * z, -y - I * x; y - I * x, w + I * z] := by
  ext i j
  fin_cases i <;> fin_cases j <;> apply Complex.ext <;> simp [spinor, dotSigma_eq]

/-- The adjoint of `w - i (x, y, z)·σ` reverses the vector part. -/
theorem spinor_adjoint (w x y z : ℝ) :
    (spinor w x y z)ᴴ = spinor w (-x) (-y) (-z) := by
  rw [spinor_eq, spinor_eq]
  ext i j
  fin_cases i <;> fin_cases j <;> apply Complex.ext <;> simp [conjTranspose_apply]

/-- For `w² + x² + y² + z² = 1` the matrix `w - i (x, y, z)·σ` lies in SU(2). -/
theorem spinor_mem (w x y z : ℝ) (h : w ^ 2 + x ^ 2 + y ^ 2 + z ^ 2 = 1) :
    spinor w x y z ∈ specialUnitaryGroup (Fin 2) ℂ := by
  rw [mem_specialUnitaryGroup_iff, mem_unitaryGroup_iff, star_eq_conjTranspose, spinor_adjoint]
  constructor
  · simp only [spinor_eq, mul_fin_two]
    ext i j
    fin_cases i <;> fin_cases j <;> apply Complex.ext <;> simp <;> linarith
  · rw [spinor_eq, det_fin_two_of]
    apply Complex.ext <;> simp <;> linarith

/-- The matrix `w - i (x, y, z)·σ` covers the Euler-Rodrigues matrix of the same parameters. -/
theorem spinor_covers (w x y z : ℝ) : Covers (spinor w x y z) (rodrigues w x y z) := by
  intro a
  rw [spinor_adjoint]
  simp only [spinor_eq, dotSigma_eq, mul_fin_two, mulVec, dotProduct, Fin.sum_univ_three]
  ext i j
  fin_cases i <;> fin_cases j <;> apply Complex.ext <;> simp [rodrigues, pow_two] <;> ring

/-- If `U` covers `R` and `V` covers `S`, then `U V` covers `R S`. -/
theorem Covers.mul {U V : Matrix (Fin 2) (Fin 2) ℂ} {R S : Matrix (Fin 3) (Fin 3) ℝ}
    (hU : Covers U R) (hV : Covers V S) : Covers (U * V) (R * S) := by
  intro a
  rw [conjTranspose_mul, ← mulVec_mulVec, ← hU (S *ᵥ a), ← hV a]
  simp only [Matrix.mul_assoc]

/-- For a proper rotation `R`, the parameters formed from `1 + tr R` and the antisymmetric part
of `R` have squared length `4 (1 + tr R)` and Euler-Rodrigues matrix `4 (1 + tr R) R`. -/
theorem rodrigues_of_rotation (R : Matrix (Fin 3) (Fin 3) ℝ) (h : R * Rᵀ = 1) (hd : R.det = 1) :
    (1 + R.trace) ^ 2 + (R 2 1 - R 1 2) ^ 2 + (R 0 2 - R 2 0) ^ 2 + (R 1 0 - R 0 1) ^ 2
        = 4 * (1 + R.trace) ∧
      rodrigues (1 + R.trace) (R 2 1 - R 1 2) (R 0 2 - R 2 0) (R 1 0 - R 0 1)
        = (4 * (1 + R.trace)) • R := by
  have h' : Rᵀ * R = 1 := mul_eq_one_comm.mp h
  -- each entry of a proper rotation equals its cofactor
  have hA : adjugate R = Rᵀ := by
    calc adjugate R = (Rᵀ * R) * adjugate R := by rw [h', one_mul]
      _ = Rᵀ := by rw [Matrix.mul_assoc, mul_adjugate, hd, one_smul, mul_one]
  rw [adjugate_fin_three] at hA
  have r := fun i j => congrFun (congrFun h i) j
  have c := fun i j => congrFun (congrFun h' i) j
  have k := fun i j => congrFun (congrFun hA i) j
  have r00 := r 0 0; have r11 := r 1 1; have r22 := r 2 2
  have r01 := r 0 1; have r02 := r 0 2; have r12 := r 1 2
  have c00 := c 0 0; have c11 := c 1 1; have c22 := c 2 2
  have c01 := c 0 1; have c02 := c 0 2; have c12 := c 1 2
  have k00 := k 0 0; have k01 := k 0 1; have k02 := k 0 2
  have k10 := k 1 0; have k11 := k 1 1; have k12 := k 1 2
  have k20 := k 2 0; have k21 := k 2 1; have k22 := k 2 2
  simp [mul_apply, Fin.sum_univ_three, one_apply] at r00 r11 r22 r01 r02 r12
  simp [mul_apply, Fin.sum_univ_three, one_apply] at c00 c11 c22 c01 c02 c12
  simp at k00 k01 k02 k10 k11 k12 k20 k21 k22
  -- every identity is a linear combination of these quadratic relations
  rw [trace_fin_three]
  constructor
  · linarith
  · ext i j
    fin_cases i <;> fin_cases j <;> simp [rodrigues] <;> linarith

/-- A proper rotation with `1 + tr R > 0` is covered by an element of SU(2). -/
theorem cover_of_trace (R : Matrix (Fin 3) (Fin 3) ℝ) (h : R * Rᵀ = 1) (hd : R.det = 1)
    (ht : 0 < 1 + R.trace) : ∃ U ∈ specialUnitaryGroup (Fin 2) ℂ, Covers U R := by
  obtain ⟨hN, H⟩ := rodrigues_of_rotation R h hd
  -- normalise the parameters
  obtain ⟨k, hk⟩ : ∃ k : ℝ, k ^ 2 * (4 * (1 + R.trace)) = 1 := by
    have hp : 0 < 4 * (1 + R.trace) := by linarith
    refine ⟨(Real.sqrt (4 * (1 + R.trace)))⁻¹, ?_⟩
    rw [inv_pow, Real.sq_sqrt hp.le]
    exact inv_mul_cancel₀ hp.ne'
  have scale : ∀ w x y z : ℝ,
      rodrigues (k * w) (k * x) (k * y) (k * z) = k ^ 2 • rodrigues w x y z := by
    intro w x y z
    ext i j
    fin_cases i <;> fin_cases j <;> simp [rodrigues] <;> ring
  have hc := spinor_covers (k * (1 + R.trace)) (k * (R 2 1 - R 1 2)) (k * (R 0 2 - R 2 0))
    (k * (R 1 0 - R 0 1))
  rw [scale, H, smul_smul, hk, one_smul] at hc
  exact ⟨_, spinor_mem _ _ _ _ (by linear_combination k ^ 2 * hN + hk), hc⟩

/-- For every real `R` with `R Rᵀ = 1` and `det R = 1` there is `U` in SU(2) with
`U (a·σ) U† = (R a)·σ` for all real vectors `a`. -/
theorem spin_cover_surjective (R : Matrix (Fin 3) (Fin 3) ℝ) (h : R * Rᵀ = 1) (hd : R.det = 1) :
    ∃ U ∈ specialUnitaryGroup (Fin 2) ℂ,
      ∀ a : Fin 3 → ℝ, U * dotSigma a * Uᴴ = dotSigma (R *ᵥ a) := by
  -- lift `R D` for a half-turn `D`, then undo the half-turn
  have key : ∀ x y z : ℝ, x ^ 2 + y ^ 2 + z ^ 2 = 1 →
      0 < 1 + (R * rodrigues 0 x y z).trace →
      ∃ U ∈ specialUnitaryGroup (Fin 2) ℂ, Covers U R := by
    intro x y z hn ht
    have hT : (rodrigues 0 x y z)ᵀ = rodrigues 0 x y z := by
      ext i j
      fin_cases i <;> fin_cases j <;> simp [rodrigues]
    have hD : (rodrigues 0 x y z).det = (x ^ 2 + y ^ 2 + z ^ 2) ^ 3 := by
      simp [rodrigues, det_fin_three]
      ring
    have hDD : rodrigues 0 x y z * rodrigues 0 x y z
        = (x ^ 2 + y ^ 2 + z ^ 2) ^ 2 • (1 : Matrix (Fin 3) (Fin 3) ℝ) := by
      ext i j
      simp only [mul_apply, Fin.sum_univ_three]
      fin_cases i <;> fin_cases j <;> simp [rodrigues] <;> ring
    rw [hn, one_pow] at hD
    rw [hn, one_pow, one_smul] at hDD
    obtain ⟨U, hU, hc⟩ := cover_of_trace (R * rodrigues 0 x y z)
      (by rw [transpose_mul, hT, Matrix.mul_assoc, ← Matrix.mul_assoc (rodrigues 0 x y z), hDD,
        one_mul, h])
      (by rw [det_mul, hd, hD, one_mul]) ht
    have hc' := hc.mul (spinor_covers 0 x y z)
    rw [Matrix.mul_assoc, hDD, mul_one] at hc'
    exact ⟨_, mul_mem hU (spinor_mem 0 x y z (by linarith)), hc'⟩
  -- the four numbers `1 + tr (R D)` add up to 4, so one of them is positive
  by_cases h0 : 0 < 1 + R.trace
  · exact cover_of_trace R h hd h0
  by_cases h1 : 0 < 1 + (R * rodrigues 0 1 0 0).trace
  · exact key 1 0 0 (by norm_num) h1
  by_cases h2 : 0 < 1 + (R * rodrigues 0 0 1 0).trace
  · exact key 0 1 0 (by norm_num) h2
  refine key 0 0 1 (by norm_num) ?_
  simp only [trace_fin_three, mul_apply, Fin.sum_univ_three] at h0 h1 h2 ⊢
  simp [rodrigues] at h1 h2 ⊢
  linarith

/-- For every real `R` with `R Rᵀ = 1` and `det R = -1` there is `U` in SU(2) with
`U (a·σ) U† = -(R a)·σ` for all real vectors `a`. -/
theorem improper_cover (R : Matrix (Fin 3) (Fin 3) ℝ) (h : R * Rᵀ = 1) (hd : R.det = -1) :
    ∃ U ∈ specialUnitaryGroup (Fin 2) ℂ,
      ∀ a : Fin 3 → ℝ, U * dotSigma a * Uᴴ = -dotSigma (R *ᵥ a) := by
  -- `-R` is a proper rotation
  obtain ⟨U, hU, hc⟩ := spin_cover_surjective (-R) (by rw [transpose_neg, neg_mul_neg, h])
    (by rw [det_neg, hd, Fintype.card_fin]; norm_num)
  refine ⟨U, hU, fun a => ?_⟩
  rw [hc a, neg_mulVec]
  simp only [dotSigma, Pi.neg_apply, Complex.ofReal_neg, neg_smul]
  abel

end

end SpinCoverSurjective
```

```lean
#print axioms SpinCoverSurjective.rodrigues_of_rotation
-- 'SpinCoverSurjective.rodrigues_of_rotation' depends on axioms: [propext, Classical.choice, Quot.sound]
#print axioms SpinCoverSurjective.improper_cover
-- 'SpinCoverSurjective.improper_cover' depends on axioms: [propext, Classical.choice, Quot.sound]
```

### Remarks

Step 1 is `spinor_adjoint`, `spinor_mem` and `spinor_covers`. They replace the Pauli algebra by the explicit entries in `dotSigma_eq` and `spinor_eq`, and compare real and imaginary parts of each entry with `Complex.ext`.

Step 2 is `rodrigues_of_rotation`. It derives `hA : adjugate R = Rᵀ` as above, but does not pass through the formula for $R^2$. It writes out the six row relations, the six column relations and the nine cofactor relations as scalar equations, and closes the length formula and the nine entries of $M(t,p) = 4tR$ with `linarith`. The technique is reusable: `congrFun (congrFun h i) j` extracts an entry of a matrix equation, and `linarith` treats each product of entries as one unknown, so it finds any polynomial identity that is a combination of the hypotheses with constant coefficients.

Step 3 is `cover_of_trace`. The square root appears only in producing `k` with `k ^ 2 * (4 * (1 + R.trace)) = 1`. After that, `scale` is the quadratic homogeneity of $M$, and unit length follows from `linear_combination k ^ 2 * hN + hk`, where the coefficient $k^2$ is not constant and is therefore supplied explicitly.

Step 4 uses `Covers.mul` and the local statement `key`, which handles a half-turn about any unit axis through `hT`, `hD` and `hDD`. The three `by_cases` test $R$, $RD_0$ and $RD_1$ in turn; when all fail, the final `linarith` uses the sum of 4 to make the number for $RD_2$ positive.

The theorems give the existence of a lift, which is the surjectivity part of the double cover $SU(2) \to SO(3)$. That $-U$ is the only other lift, that every element of $SU(2)$ covers some rotation, and how $U$ depends on $R$ along a path are matters the file leaves untouched. The setting is spin one-half in three dimensions with a fixed matrix $R$, without Hamiltonian or time.

For a single spin one-half or qubit with density matrix $\rho = (1 + a\cdot\sigma)/2$, the result means that every proper rotation $a \mapsto Ra$ of the Bloch vector $a$ is realised as $\rho \mapsto U\rho U^\dagger$ by some $U \in SU(2)$.
